# Line strengths between two energy levels are isotropic when symmetry mixes the dipole components irreducibly over ℂ

## Is it enough that no axis in the plane is preferred?

Take a planar system with the symmetry of a square, an s level and a degenerate p pair, with dipole components $X_0$ along x and $X_1$ along y. Let $P$ and $Q$ project onto the two levels, and put $S_{ij}=\operatorname{tr}(PX_iQX_j)$. The mirror $x\to-x$ changes the sign of $S_{01}$ and $S_{10}$, so both vanish. The mirror that exchanges x and y gives $S_{00}=S_{11}$. Hence $S$ is a multiple of the identity, and the absorption doesn't depend on the polarization within the plane.

Now suppose that I have only rotations. A quarter turn also leaves no axis in the plane fixed, so is $S$ still isotropic? And what about a molecule that has only the rotations of a tetrahedron, in circularly polarized light?

## Circular directions count too

A quarter turn alone is not enough. It preserves no real direction in the plane, but it does preserve the two complex directions $(1,\pm i)$, which are the circular polarizations. Take a two-level system with distinct energies, $X_0=\sigma_x$, $X_1=\sigma_y$, $P=|0\rangle\langle0|$ and $Q=|1\rangle\langle1|$. A quarter turn of the spin about z turns $\sigma_x$ into $\sigma_y$ and $\sigma_y$ into $-\sigma_x$, and it commutes with the Hamiltonian. Nevertheless $S_{01}=\langle0|\sigma_x|1\rangle\langle1|\sigma_y|0\rangle=i$. For the normalised polarizations $(1,\pm i)/\sqrt2$ the strengths are 2 and 0. So irreducibility over ℝ does not suffice in the plane. (This example and the two remarks that follow are not part of the Lean code below.)

The example breaks time-reversal symmetry, like a spin in a magnetic field. If $H$ is symmetric under time reversal, $S$ for the electric dipole is real and symmetric, and then a quarter turn does make it isotropic in the plane. In three dimensions, rotations that have no common invariant axis, not even one that some of them reverse, are always irreducible over ℂ as well: otherwise an invariant complex subspace and its complex conjugate would split the space into two parts of equal dimension, which is impossible for an odd dimension.

The tetrahedral rotations do suffice, because they preserve no complex subspace other than zero and the whole space.

**The derivation.** Let unitaries $U_g$ commute with $H$, and let

$$U_gX_iU_g^\dagger=\sum_j D_{ji}(g)X_j,\qquad D(g)D(g)^T=1,\qquad i=0,\dots,d-1.$$

First, $P$ commutes with $U=U_g$. If $Hv=Ev$, then $HUv=UHv=EUv$, so $U$ maps the level into itself and $PUP=UP$. Multiplying $UH=HU$ by $U^\dagger$ on both sides shows that $U^\dagger$ commutes with $H$ as well, so $PU^\dagger P=U^\dagger P$. The adjoint of this is $PUP=PU$. Together they give $PU=UP$, and the same holds for $Q$.

Next, rotate everything inside the trace. Since $U^\dagger U=1$ and the trace is cyclic,

$$S_{ij}=\operatorname{tr}(UPX_iQX_jU^\dagger)=\operatorname{tr}(P\,UX_iU^\dagger\,Q\,UX_jU^\dagger)=\sum_{kl}D_{ki}D_{lj}S_{kl}.$$

This says $S=D^TSD$. Multiplying by $D$ from the left gives $DS=SD$.

Finally, for $d\ge1$ the complex matrix $S$ has an eigenvalue $c$. Let $W$ be the space of all $w$ with $Sw=cw$. Then $S(Dw)=D(Sw)=c\,Dw$, so every $D(g)$ maps $W$ into itself. As $W$ is not zero, irreducibility over ℂ makes it the whole space. Thus $S=c\,1$, and taking the trace gives $c=\operatorname{tr}S/d$.

For Hermitian $X_i$ and a complex polarization $e$, put $X(e)=\sum_i e_iX_i$. Then

$$\operatorname{tr}\big(PX(e)QX(e)^\dagger\big)=\sum_{kl}e_k\overline{e_l}\,S_{kl}=\frac{\operatorname{tr}S}{d}\sum_k|e_k|^2 .$$

The left side is the sum of $|\langle p|X(e)|q\rangle|^2$ over orthonormal states $p$ and $q$ of the two levels. Linear and circular light of equal intensity therefore give the same electric-dipole strength.

**What the Lean statements say.** Operators are complex matrices over a finite index type `n`, and `ι` labels the components $X_i$. The type `G` only labels symmetry operations: it carries no group law and need not be finite, so a set of generators is enough.

- `IsLevelProjector H P E` says that `P` is Hermitian and idempotent, and that its fixed vectors are exactly the solutions of $Hv=Ev$ with real $E$. The whole degenerate level is meant; a single state picked from it won't do in general. `H` itself need not be Hermitian, although a physical Hamiltonian is.
- `IsSymmetry` collects the assumptions on $U_g$ and $D(g)$. Its field `covariant` expresses that the dipole components transform among themselves like a vector. The matrices `D g` may be complex as long as $DD^T=1$; real orthogonal ones are the physical case.
- `IsIrred` is irreducibility over ℂ, stated through invariant subspaces.
- `strength P Q X` is the matrix $S$. Textbooks often use "line strength" for the sum over components, which here is its trace.

`isotropic_strength` is the equation $S=(\operatorname{tr}S/d)\,1$, and `polarization_independent` is the formula for $X(e)$. The symmetry is assumed, not derived from a molecular geometry. The passage from finite matrices to the full, infinite-dimensional state space of a molecule is also left open. Moreover, $S$ describes electric-dipole transitions only. A molecule that has only the rotations of a tetrahedron is chiral, and it can still absorb left and right circular light slightly differently, through the interference of electric and magnetic dipole transitions.

In an electronic-structure calculation whose Hamiltonian and finite basis respect a symmetry that mixes x, y and z irreducibly, the result lets one Cartesian component stand for all of them, provided that the strengths are summed over both complete levels.

```lean
import Mathlib

open Matrix

namespace IsotropicLineStrength

noncomputable section

variable {G n ι : Type*} [Fintype n] [DecidableEq n] [Fintype ι] [DecidableEq ι]
  {H P Q : Matrix n n ℂ} {E F : ℝ} {X : ι → Matrix n n ℂ}
  {U : G → Matrix n n ℂ} {D : G → Matrix ι ι ℂ}

/-- `P` is the orthogonal projector onto the eigenspace of `H` at energy `E`. -/
structure IsLevelProjector (H P : Matrix n n ℂ) (E : ℝ) : Prop where
  herm : Pᴴ = P
  idem : P * P = P
  fix : ∀ v, P *ᵥ v = v ↔ H *ᵥ v = (E : ℂ) • v

/-- The matrices `D g` have no common invariant subspace over `ℂ` except zero and the
whole space. -/
def IsIrred (D : G → Matrix ι ι ℂ) : Prop :=
  ∀ W : Submodule ℂ (ι → ℂ), (∀ g, ∀ v ∈ W, D g *ᵥ v ∈ W) → W = ⊥ ∨ W = ⊤

/-- The unitaries `U g` commute with `H` and mix the operators `X i` through matrices `D g`
with `D Dᵀ = 1`, such as real orthogonal ones. -/
structure IsSymmetry (H : Matrix n n ℂ) (X : ι → Matrix n n ℂ)
    (U : G → Matrix n n ℂ) (D : G → Matrix ι ι ℂ) : Prop where
  unitary : ∀ g, U g * (U g)ᴴ = 1
  commutes : ∀ g, U g * H = H * U g
  orthogonal : ∀ g, D g * (D g)ᵀ = 1
  covariant : ∀ g i, U g * X i * (U g)ᴴ = ∑ j, D g j i • X j

/-- The line-strength matrix `tr (P X_i Q X_j)`. -/
def strength (P Q : Matrix n n ℂ) (X : ι → Matrix n n ℂ) : Matrix ι ι ℂ :=
  Matrix.of fun i j => (P * X i * Q * X j).trace

/-- A unitary that commutes with `H` commutes with every level projector of `H`. -/
theorem levelProjector_commutes {V : Matrix n n ℂ} (hP : IsLevelProjector H P E)
    (hV : V * Vᴴ = 1) (hc : V * H = H * V) : P * V = V * P := by
  -- an operator commuting with `H` maps the level into itself
  have key : ∀ A : Matrix n n ℂ, A * H = H * A → P * (A * P) = A * P := by
    intro A hA
    refine Matrix.toLin'.injective (LinearMap.ext fun v => ?_)
    rw [Matrix.toLin'_apply, Matrix.toLin'_apply, ← Matrix.mulVec_mulVec]
    have h0 : H *ᵥ (P *ᵥ v) = (E : ℂ) • (P *ᵥ v) :=
      (hP.fix _).1 (by rw [Matrix.mulVec_mulVec, hP.idem])
    refine (hP.fix _).2 ?_
    calc H *ᵥ ((A * P) *ᵥ v) = A *ᵥ (H *ᵥ (P *ᵥ v)) := by
          simp only [Matrix.mulVec_mulVec, ← mul_assoc, hA]
      _ = (E : ℂ) • ((A * P) *ᵥ v) := by
          rw [h0, Matrix.mulVec_smul, Matrix.mulVec_mulVec]
  have hs : Vᴴ * H = H * Vᴴ := by
    calc Vᴴ * H = Vᴴ * (H * V) * Vᴴ := by rw [mul_assoc, mul_assoc, hV, mul_one]
      _ = H * Vᴴ := by rw [← hc, ← mul_assoc, mul_eq_one_comm.mp hV, one_mul]
  -- the adjoint of the same statement for the inverse operation
  have h2 := congrArg Matrix.conjTranspose (key _ hs)
  simp only [Matrix.conjTranspose_mul, Matrix.conjTranspose_conjTranspose, hP.herm] at h2
  rw [← h2, mul_assoc, key V hc]

omit [DecidableEq n] [DecidableEq ι] in
/-- The trace `tr (P X(a) Q X(b))` with `X(a) = ∑ a_k X_k` is the bilinear form of the
line-strength matrix. -/
theorem strength_bilinear (P Q : Matrix n n ℂ) (X : ι → Matrix n n ℂ) (a b : ι → ℂ) :
    (P * (∑ k, a k • X k) * Q * (∑ l, b l • X l)).trace
      = ∑ k, ∑ l, a k * b l * strength P Q X k l := by
  have h1 : P * (∑ k, a k • X k) * Q = ∑ k, a k • (P * X k * Q) := by
    simp only [Finset.mul_sum, Finset.sum_mul, Matrix.mul_smul, Matrix.smul_mul]
  rw [h1, Finset.sum_mul, Matrix.trace_sum]
  refine Finset.sum_congr rfl fun k _ => ?_
  rw [Finset.mul_sum, Matrix.trace_sum]
  refine Finset.sum_congr rfl fun l _ => ?_
  simp only [Matrix.smul_mul, Matrix.mul_smul, Matrix.trace_smul, smul_eq_mul, strength,
    Matrix.of_apply]
  ring

/-- If symmetries of `H` mix the operators `X i` through the matrices `D g`, in the sense of
`IsSymmetry`, then the line-strength matrix between two levels of `H` commutes with every `D g`. -/
theorem strength_commutes (h : IsSymmetry H X U D) (hP : IsLevelProjector H P E)
    (hQ : IsLevelProjector H Q F) (g : G) :
    D g * strength P Q X = strength P Q X * D g := by
  have hU' : (U g)ᴴ * U g = 1 := mul_eq_one_comm.mp (h.unitary g)
  have cP := levelProjector_commutes hP (h.unitary g) (h.commutes g)
  have cQ := levelProjector_commutes hQ (h.unitary g) (h.commutes g)
  have inv : strength P Q X = (D g)ᵀ * strength P Q X * D g := by
    ext i j
    -- rotating both operators leaves the trace unchanged
    have e : P * (U g * X i * (U g)ᴴ) * Q * (U g * X j * (U g)ᴴ)
        = U g * (P * X i * Q * X j) * (U g)ᴴ := by
      calc _ = (P * U g) * X i * (U g)ᴴ * (Q * U g) * X j * (U g)ᴴ := by
            simp only [mul_assoc]
        _ = U g * (P * X i * ((U g)ᴴ * U g) * Q * X j) * (U g)ᴴ := by
            rw [cP, cQ]; simp only [mul_assoc]
        _ = _ := by rw [hU', mul_one]
    have t := congrArg Matrix.trace e
    rw [Matrix.trace_mul_comm (U g * _), ← mul_assoc (U g)ᴴ, hU', one_mul, h.covariant,
      h.covariant, strength_bilinear] at t
    refine t.symm.trans ?_
    simp only [Matrix.mul_apply, Matrix.transpose_apply, Finset.sum_mul]
    rw [Finset.sum_comm]
    refine Finset.sum_congr rfl fun l _ => Finset.sum_congr rfl fun k _ => ?_
    ring
  calc D g * strength P Q X = D g * ((D g)ᵀ * strength P Q X * D g) := by rw [← inv]
    _ = (D g * (D g)ᵀ) * strength P Q X * D g := by simp only [mul_assoc]
    _ = _ := by rw [h.orthogonal g, one_mul]

/-- Schur's lemma: a matrix commuting with a complex irreducible family is its mean diagonal
entry times the identity. -/
theorem schur (hD : IsIrred D) (M : Matrix ι ι ℂ) (hM : ∀ g, D g * M = M * D g) :
    M = (M.trace / Fintype.card ι) • 1 := by
  rcases isEmpty_or_nonempty ι with hι | hι
  · ext i
    exact isEmptyElim i
  obtain ⟨c, hc⟩ := Module.End.exists_eigenvalue (Matrix.toLin' M)
  obtain ⟨v, hv⟩ := hc.exists_hasEigenvector
  -- the eigenspace is invariant, hence everything
  have hW := hD (Module.End.eigenspace (Matrix.toLin' M) c) (by
    intro g w hw
    rw [Module.End.mem_eigenspace_iff, Matrix.toLin'_apply] at hw ⊢
    rw [Matrix.mulVec_mulVec, ← hM, ← Matrix.mulVec_mulVec, hw, Matrix.mulVec_smul])
  have top : Module.End.eigenspace (Matrix.toLin' M) c = ⊤ := by
    refine hW.resolve_left fun hb => hv.2 ?_
    have hm := Module.End.mem_eigenspace_iff.2 hv.apply_eq_smul
    rw [hb] at hm
    exact (Submodule.mem_bot ℂ).1 hm
  have hMc : M = c • 1 := by
    refine Matrix.toLin'.injective (LinearMap.ext fun w => ?_)
    have hw : w ∈ Module.End.eigenspace (Matrix.toLin' M) c := by rw [top]; trivial
    rw [Module.End.mem_eigenspace_iff.1 hw, Matrix.toLin'_apply, Matrix.smul_mulVec,
      Matrix.one_mulVec]
  have hd : (Fintype.card ι : ℂ) ≠ 0 := Nat.cast_ne_zero.2 Fintype.card_ne_zero
  rw [hMc, Matrix.trace_smul, Matrix.trace_one, smul_eq_mul, mul_div_cancel_right₀ _ hd]

/-- Isotropic line strengths: if symmetries of `H` mix the operators `X i` through matrices `D g`
that satisfy `D Dᵀ = 1` and are irreducible over `ℂ`, then `tr (P X_i Q X_j)` between two levels is
a multiple of the identity. -/
theorem isotropic_strength (h : IsSymmetry H X U D) (hD : IsIrred D)
    (hP : IsLevelProjector H P E) (hQ : IsLevelProjector H Q F) :
    strength P Q X = ((strength P Q X).trace / Fintype.card ι) • 1 :=
  schur hD _ (strength_commutes h hP hQ)

/-- For Hermitian `X i` that symmetries of `H` mix through matrices `D g` that satisfy `D Dᵀ = 1`
and are irreducible over `ℂ`, the line strength between two levels depends on a complex polarization
`e` only through its squared length. -/
theorem polarization_independent (h : IsSymmetry H X U D) (hD : IsIrred D)
    (hP : IsLevelProjector H P E) (hQ : IsLevelProjector H Q F)
    (hX : ∀ i, (X i)ᴴ = X i) (e : ι → ℂ) :
    (P * (∑ i, e i • X i) * Q * (∑ i, e i • X i)ᴴ).trace
      = (∑ i, (‖e i‖ : ℂ) ^ 2) * ((strength P Q X).trace / Fintype.card ι) := by
  have hS := isotropic_strength h hD hP hQ
  obtain ⟨c, hc⟩ : ∃ c, c = (strength P Q X).trace / Fintype.card ι := ⟨_, rfl⟩
  rw [← hc] at hS ⊢
  have hadj : (∑ i, e i • X i)ᴴ = ∑ i, star (e i) • X i := by
    simp only [Matrix.conjTranspose_sum, Matrix.conjTranspose_smul, hX]
  rw [hadj, strength_bilinear, hS, Finset.sum_mul]
  refine Finset.sum_congr rfl fun k _ => ?_
  have hk : e k * star (e k) = (‖e k‖ : ℂ) ^ 2 := by
    rw [← starRingEnd_apply, Complex.mul_conj, Complex.normSq_eq_norm_sq, Complex.ofReal_pow]
  rw [← hk]
  simp [Matrix.one_apply]

/-- Two rotations of the tetrahedron: the cyclic one of the axes and the half turn about z. -/
def tetra : Fin 2 → Matrix (Fin 3) (Fin 3) ℂ :=
  ![!![0, 0, 1; 1, 0, 0; 0, 1, 0], !![-1, 0, 0; 0, -1, 0; 0, 0, 1]]

/-- Hamiltonian with one s state at energy zero and three p states at energy one. -/
def spH : Matrix (Unit ⊕ Fin 3) (Unit ⊕ Fin 3) ℂ := fromBlocks 0 0 0 1

/-- Dipole component `i`, which couples the s state to the p state `i`. -/
def spX (i : Fin 3) : Matrix (Unit ⊕ Fin 3) (Unit ⊕ Fin 3) ℂ :=
  fromBlocks 0 (of fun _ j => if j = i then 1 else 0) (of fun j _ => if j = i then 1 else 0) 0

/-- The two tetrahedral rotations are irreducible over `ℂ`. -/
theorem tetra_irred : IsIrred tetra := by
  intro W hW
  have hc : ∀ v ∈ W, ![v 2, v 0, v 1] ∈ W := by
    intro v hv
    convert hW 0 v hv using 1
    ext i
    fin_cases i <;> simp [tetra, Matrix.mulVec, dotProduct, Fin.sum_univ_succ]
  have hr : ∀ v ∈ W, ![-v 0, -v 1, v 2] ∈ W := by
    intro v hv
    convert hW 1 v hv using 1
    ext i
    fin_cases i <;> simp [tetra, Matrix.mulVec, dotProduct, Fin.sum_univ_succ]
  -- a vector with a z component yields the z axis, and then all axes
  have key : ∀ v ∈ W, v 2 ≠ 0 → W = ⊤ := by
    intro v hv h
    have h0 : ∀ x : ℂ, 0 = 1 / (2 * v 2) * (x + -x) := fun x => by
      rw [add_neg_cancel, mul_zero]
    have h1 : 1 / (2 * v 2) * (v 2 + v 2) = 1 := by
      rw [← two_mul]
      exact one_div_mul_cancel (mul_ne_zero two_ne_zero h)
    have ez : (![0, 0, 1] : Fin 3 → ℂ) ∈ W := by
      convert W.smul_mem (1 / (2 * v 2)) (W.add_mem hv (hr v hv)) using 1
      ext i
      fin_cases i
      exacts [h0 (v 0), h0 (v 1), h1.symm]
    have ex : (![1, 0, 0] : Fin 3 → ℂ) ∈ W := hc _ ez
    have ey : (![0, 1, 0] : Fin 3 → ℂ) ∈ W := hc _ ex
    refine Submodule.eq_top_iff'.2 fun w => ?_
    convert W.add_mem (W.add_mem (W.smul_mem (w 0) ex) (W.smul_mem (w 1) ey))
      (W.smul_mem (w 2) ez) using 1
    ext i
    fin_cases i <;> simp
  refine or_iff_not_imp_left.2 fun hb => ?_
  obtain ⟨v, hv, hv0⟩ := Submodule.exists_mem_ne_zero_of_ne_bot hb
  refine by_contra fun hT => hv0 ?_
  have h2 : v 2 = 0 := by_contra fun h => hT (key v hv h)
  have h1 : v 1 = 0 := by_contra fun h => hT (key _ (hc v hv) h)
  have h0 : v 0 = 0 := by_contra fun h => hT (key _ (hc _ (hc v hv)) h)
  ext i
  fin_cases i
  exacts [h0, h1, h2]

/-- The s-p model with the two tetrahedral rotations meets the hypotheses of the isotropy
theorem, and its line-strength matrix is the identity. -/
theorem isotropic_strength_witness :
    IsSymmetry spH spX (fun g => fromBlocks 1 0 0 (tetra g)) tetra ∧ IsIrred tetra ∧
    IsLevelProjector spH (1 - spH) 0 ∧ IsLevelProjector spH spH 1 ∧
    strength (1 - spH) spH spX = 1 := by
  have ho : ∀ g, tetra g * (tetra g)ᵀ = 1 := by
    intro g
    ext i j
    fin_cases g <;> fin_cases i <;> fin_cases j <;>
      simp [tetra, Matrix.mul_apply, Fin.sum_univ_succ]
  have hstar : ∀ g, (tetra g)ᴴ = (tetra g)ᵀ := by
    intro g
    ext i j
    fin_cases g <;> fin_cases i <;> fin_cases j <;> simp [tetra, Matrix.conjTranspose_apply]
  have hH : spHᴴ = spH := by simp [spH, fromBlocks_conjTranspose]
  have h2 : spH * spH = spH := by simp [spH, fromBlocks_multiply]
  refine ⟨⟨fun g => ?_, fun g => ?_, ho, fun g i => ?_⟩, tetra_irred,
    ⟨by simp [hH], by simp [mul_sub, sub_mul, h2], fun v => by simp [Matrix.sub_mulVec]⟩,
    ⟨hH, h2, fun v => by simp⟩, ?_⟩
  · rw [fromBlocks_conjTranspose, fromBlocks_multiply, hstar, ho g]
    simp
  · simp [spH, fromBlocks_multiply]
  · rw [fromBlocks_conjTranspose, hstar, spX, fromBlocks_multiply, fromBlocks_multiply]
    ext (a | a) (b | b) <;> simp [spX, Matrix.mul_apply, Matrix.sum_apply]
  · have hs : 1 - spH = fromBlocks 1 0 0 0 := by
      ext (a | a) (b | b) <;> simp [spH, Matrix.one_apply]
    rw [hs]
    ext i j
    simp [strength, spH, spX, fromBlocks_multiply, Matrix.trace, Matrix.mul_apply,
      Matrix.one_apply]
    exact if_congr eq_comm rfl rfl

end

end IsotropicLineStrength
```

```lean
#print axioms IsotropicLineStrength.isotropic_strength
-- 'IsotropicLineStrength.isotropic_strength' depends on axioms: [propext, Classical.choice, Quot.sound]
#print axioms IsotropicLineStrength.polarization_independent
-- 'IsotropicLineStrength.polarization_independent' depends on axioms: [propext, Classical.choice, Quot.sound]
```

**The proof in the code.** `levelProjector_commutes` is the first step of the derivation. Its inner statement `key` is $PAP=AP$ for any $A$ that commutes with $H$; it is applied to $U$ and to $U^\dagger$, and the second result is conjugated. The lemma `mul_eq_one_comm` turns $UU^\dagger=1$ into $U^\dagger U=1$, a step that relies on finite dimension.

`strength_bilinear` expands the trace for two linear combinations of the $X_i$. `strength_commutes` uses it for $S=D^TSD$, called `inv`: the equation `e` moves the unitaries to the outside, and `Matrix.trace_mul_comm` then removes them. The closing `calc` block multiplies by $D$.

`schur` takes an eigenvalue from `Module.End.exists_eigenvalue`, shows that the eigenspace is invariant, and excludes the zero subspace with the eigenvector `v`. The case of no components at all is treated first, where there are no entries to compare. `isotropic_strength` combines `schur` with `strength_commutes`. `polarization_independent` inserts the result into the bilinear expansion, using $e_k\overline{e_k}=|e_k|^2$.

The remaining theorems settle the tetrahedral case in a small model. `tetra` contains the cyclic rotation of the axes and the half turn $R$ about z. For a vector $v$ in an invariant subspace, $v+Rv=(0,0,2v_2)$. If $v_2\ne0$, the subspace contains the z axis and, by cycling, all three axes. If $v_2=0$ for every $v$ in it, cycling makes the other components vanish too. This is `tetra_irred`.

`isotropic_strength_witness` takes one s state at energy 0 and three p states at energy 1, with $X_i$ coupling s to $p_i$. It takes irreducibility from `tetra_irred`, checks the other hypotheses of `isotropic_strength` by direct matrix calculation, and finds $S=1$.
